# Rotation-invariant operators on a p shell with spin 1/2 are combinations of 1 and L·σ

Label the Cartesian axes \(x,y,z\) by \(0,1,2\) and set \(\hbar=1\). On the three p orbitals let \((L_a)_{bc}=-i\varepsilon_{abc}\), with \(\varepsilon_{012}=1\). Let \(\sigma_a\) be the Pauli matrices and \(J_a=L_a\otimes 1+1\otimes\sigma_a/2\). An operator on this one-electron space is rotation invariant if it commutes with every \(J_a\), that is, if it is unchanged when orbital and spin are rotated together. The usual spin-orbit model of a p shell in a spherically symmetric atom is \(V+\xi\,L\cdot\sigma\), where \(L\cdot\sigma=\sum_a L_a\otimes\sigma_a\), \(V\) is the common energy of the orbitals without spin-orbit coupling, and \(\xi\) sets the strength of that coupling. But \((L\cdot\sigma)^2\) also commutes with every \(J_a\). Why is there no third parameter for it, or for some less obvious invariant?

## Two parameters exhaust the invariants

There is no third parameter: a complex 6×6 matrix \(M\) commutes with all three \(J_a\) exactly when \(M=c\,1+d\,L\cdot\sigma\) with complex \(c,d\). The square is already such a combination, as computed below.

**From symmetry to spin blocks.** Let \(N_{jk}\) be the 2×2 spin block of \(M\) between orbitals \(j\) and \(k\). The \((j,k)\) block of \(MJ_a=J_aM\) reads

\[ i\sum_m\varepsilon_{akm}N_{jm}+\tfrac12N_{jk}\sigma_a=-i\sum_m\varepsilon_{ajm}N_{mk}+\tfrac12\sigma_aN_{jk}, \]

so

\[ \sum_m(\varepsilon_{ajm}N_{mk}+\varepsilon_{akm}N_{jm})=-\tfrac i2[\sigma_a,N_{jk}]. \]

**Spin trace.** Put \(T_{jk}=\operatorname{tr}N_{jk}\). The commutator has no trace, so

\[ \sum_m(\varepsilon_{ajm}T_{mk}+\varepsilon_{akm}T_{jm})=0. \]

For distinct \(a,b,c\), taking \((j,k)=(a,c)\) leaves \(\varepsilon_{acb}T_{ab}=0\). Taking \(a=2\), \((j,k)=(0,1)\) gives \(T_{11}=T_{00}\), and \(a=0\), \((j,k)=(1,2)\) gives \(T_{22}=T_{11}\). Hence \(T_{jk}=T_{00}\delta_{jk}\).

**Spin vector.** Put \(V_{bjk}=\operatorname{tr}(\sigma_bN_{jk})\); these indexed numbers are not the energy \(V\) of the opening. Multiplying the block equation by \(\sigma_b\), taking the trace and using \([\sigma_b,\sigma_a]=2i\sum_m\varepsilon_{bam}\sigma_m\) gives

\[ \sum_m(\varepsilon_{abm}V_{mjk}+\varepsilon_{ajm}V_{bmk}+\varepsilon_{akm}V_{bjm})=0. \]

Again let \(a,b,c\) be distinct, and read off this equation for rotation about \(a\):

- At indices \((a,a,c)\), \((a,c,a)\), \((c,a,a)\) it gives \(V_{aab}=V_{aba}=V_{baa}=0\).
- At \((b,c,c)\) it then gives \(V_{ccc}=0\).
- At \((a,c,c)\) it gives \(V_{abc}=-V_{acb}\), and at \((c,a,c)\) it gives \(V_{bac}=-V_{cab}\). These two exchanges generate all permutations.

So \(V_{bjk}=V_{012}\,\varepsilon_{bjk}\).

**Reassembly.** Every 2×2 matrix satisfies \(N=\tfrac12\big(\operatorname{tr}N\,1+\sum_b\operatorname{tr}(\sigma_bN)\sigma_b\big)\). Since \(\varepsilon_{bjk}=i(L_b)_{jk}\), this gives the claimed form with

\[ c=\tfrac12\operatorname{tr}N_{00},\qquad d=\tfrac i2\operatorname{tr}(\sigma_0N_{12}). \]

**Converse.** The identity commutes with everything, and

\[ [J_a,L\cdot\sigma]=i\sum_{b,c}\varepsilon_{abc}(L_c\otimes\sigma_b+L_b\otimes\sigma_c)=0, \]

because the bracket is symmetric in \(b,c\).

**The square, in numbers.** For \(M=(L\cdot\sigma)^2\), multiplying blocks gives \(N_{00}=\sigma_2^2+\sigma_1^2=2\cdot1\) and \(N_{12}=-\sigma_2\sigma_1=i\sigma_0\). Thus \(c=2\), \(d=-1\), and \((L\cdot\sigma)^2=2-L\cdot\sigma\).

**Hermitian operators and a single axis.** If \(M\) is also Hermitian, its diagonal entry \(c\) is real. The spin-up entries \(-id\) and \(id\) between orbitals 0 and 1 must be conjugate, so \(d\) is real. Conversely, real coefficients give a Hermitian matrix.

Commuting with \(J_2\) alone is not enough: \(L_2\otimes1\) does so, but matching it to \(c\,1+d\,L\cdot\sigma\) needs \(d=1\) for spin up and \(d=-1\) for spin down.

## Reading the Lean statements

The index type `Fin 3 × Fin 2` is (orbital, spin), with spin 0 up, and `⊗ₖ` is the Kronecker product. `RotationInvariant M` means commutation with all three `J a`. `rotationInvariant_iff` is the equivalence, `hermitian_iff` gives real `V` and `ξ` for invariant Hermitian matrices, and `one_axis_insufficient` is the counter-example. Note that `spinOrbit` is \(L\cdot\sigma=2L\cdot S\), so `ξ` is half the coefficient of \(L\cdot S\).

For one electron in the p shell of a spherically symmetric atom, this fixes the form of the spin-orbit term in an electronic-structure model, but not the size of \(\xi\). In a crystal or molecule the surroundings can break the symmetry, and further terms such as \(L_2^2\otimes1\) can then appear. Reducing a real atom's Hamiltonian to this single shell is a separate physical step.

## How the lemmas divide the work

`block_rotation` computes the entries of both products and obtains the block equation. `isotropic_two` and `isotropic_three` solve the two tensor equations by choosing the rotations above. In `rotationInvariant_iff`, `hS` and `hV` apply them to the traces, `hP` is the Pauli expansion, and `linear_combination` reassembles the entries. `commutators` and `eps_swap` are checked case by case; `spinOrbit_invariant` combines them for the converse.

```lean
import Mathlib

open Matrix Complex
open scoped Kronecker

namespace SpinOrbitUniqueness

noncomputable section

/-- The Levi-Civita symbol on three Cartesian axes. -/
def eps (a b c : Fin 3) : ℂ :=
  if b = a + 1 ∧ c = a + 2 then 1 else if b = a + 2 ∧ c = a + 1 then -1 else 0

/-- Orbital angular momentum of a p shell in the Cartesian basis, `(L_a)_bc = -i ε_abc`. -/
def L (a : Fin 3) : Matrix (Fin 3) (Fin 3) ℂ := Matrix.of fun b c => -I * eps a b c

/-- The three Pauli matrices. -/
def pauli : Fin 3 → Matrix (Fin 2) (Fin 2) ℂ :=
  ![!![0, 1; 1, 0], !![0, -I; I, 0], !![1, 0; 0, -1]]

/-- Total angular momentum `J_a = L_a ⊗ 1 + 1 ⊗ σ_a / 2`. -/
def J (a : Fin 3) : Matrix (Fin 3 × Fin 2) (Fin 3 × Fin 2) ℂ :=
  L a ⊗ₖ 1 + 1 ⊗ₖ ((1 / 2 : ℂ) • pauli a)

/-- The spin-orbit operator `L · σ`. -/
def spinOrbit : Matrix (Fin 3 × Fin 2) (Fin 3 × Fin 2) ℂ := ∑ a, L a ⊗ₖ pauli a

/-- An operator is rotation invariant if it commutes with all components of `J`. -/
def RotationInvariant (M : Matrix (Fin 3 × Fin 2) (Fin 3 × Fin 2) ℂ) : Prop :=
  ∀ a, M * J a = J a * M

/-- The 2 by 2 spin block of an operator between the orbitals `j` and `k`. -/
def block (M : Matrix (Fin 3 × Fin 2) (Fin 3 × Fin 2) ℂ) (j k : Fin 3) :
    Matrix (Fin 2) (Fin 2) ℂ := Matrix.of fun s t => M (j, s) (k, t)

/-- The Levi-Civita symbol changes sign when its last two indices are exchanged. -/
theorem eps_swap (a b c : Fin 3) : eps a b c = -eps a c b := by
  fin_cases a <;> fin_cases b <;> fin_cases c <;> simp [eps]

/-- The orbital matrices obey `[L_a, L_b] = i ε_abc L_c`, and the Pauli matrices obey
`[σ_a, σ_b] = 2 i ε_abc σ_c`. -/
theorem commutators (a b : Fin 3) :
    L a * L b - L b * L a = ∑ c, (I * eps a b c) • L c ∧
    pauli a * pauli b - pauli b * pauli a = ∑ c, (2 * I * eps a b c) • pauli c := by
  have hI := Complex.I_sq
  constructor
  · fin_cases a <;> fin_cases b <;> ext i j <;> fin_cases i <;> fin_cases j <;>
      simp [L, eps, Matrix.mul_apply]
  · fin_cases a <;> fin_cases b <;> ext i j <;> fin_cases i <;> fin_cases j <;>
      simp [pauli, eps] <;> grind

/-- A rank-2 tensor unchanged by infinitesimal rotations is a multiple of the identity. -/
theorem isotropic_two (T : Fin 3 → Fin 3 → ℂ)
    (h : ∀ a j k, ∑ m, (eps a j m * T m k + eps a k m * T j m) = 0) (j k : Fin 3) :
    T j k = T 0 0 * (1 : Matrix (Fin 3) (Fin 3) ℂ) j k := by
  -- a rotation about axis `a` removes the entry `T a b`
  have z : ∀ a b, a ≠ b → T a b = 0 := by
    intro a b hab
    have h1 := h a a (2 * (a + b))
    clear h
    fin_cases a <;> fin_cases b <;> simp_all [eps]
  have d1 : T 1 1 = T 0 0 := by
    have := h 2 0 1
    simp [eps, Fin.sum_univ_three] at this
    grind
  have d2 : T 2 2 = T 0 0 := by
    have := h 0 1 2
    simp [eps, Fin.sum_univ_three] at this
    grind
  fin_cases j <;> fin_cases k <;> simp [z, d1, d2]

/-- A rank-3 tensor unchanged by infinitesimal rotations is a multiple of the
Levi-Civita symbol. -/
theorem isotropic_three (T : Fin 3 → Fin 3 → Fin 3 → ℂ)
    (h : ∀ a b j k, ∑ m, (eps a b m * T m j k + eps a j m * T b m k
      + eps a k m * T b j m) = 0) (b j k : Fin 3) :
    T b j k = T 0 1 2 * eps b j k := by
  -- entries with exactly two equal indices vanish
  have z : ∀ a b, a ≠ b → T a a b = 0 ∧ T a b a = 0 ∧ T b a a = 0 := by
    intro a b hab
    have h1 := h a a a (2 * (a + b))
    have h2 := h a a (2 * (a + b)) a
    have h3 := h a (2 * (a + b)) a a
    clear h
    fin_cases a <;> fin_cases b <;> simp_all [eps]
  have z1 : ∀ a b, a ≠ b → T a a b = 0 := fun a b q => (z a b q).1
  have z2 : ∀ a b, a ≠ b → T a b a = 0 := fun a b q => (z a b q).2.1
  have z3 : ∀ a b, a ≠ b → T b a a = 0 := fun a b q => (z a b q).2.2
  -- the remaining entries are related by single rotations
  have r0 := h 2 1 0 0
  have r1 := h 2 0 1 1
  have r2 := h 1 0 2 2
  have p1 := h 0 0 1 1
  have p2 := h 1 1 2 2
  have p3 := h 2 2 0 0
  have p4 := h 0 1 0 1
  have p5 := h 1 2 1 2
  simp [eps, Fin.sum_univ_three, z1, z2] at r0 r1 r2 p1 p2 p3 p4 p5
  have q1 : T 0 2 1 = -T 0 1 2 := by grind
  have q2 : T 2 1 0 = -T 0 1 2 := by grind
  have q3 : T 2 0 1 = T 0 1 2 := by grind
  have q4 : T 1 0 2 = -T 0 1 2 := by grind
  have q5 : T 1 2 0 = T 0 1 2 := by grind
  fin_cases b <;> fin_cases j <;> fin_cases k <;>
    simp [eps, z1, z2, z3, r0, r1, r2, q1, q2, q3, q4, q5]

/-- For a rotation-invariant operator, rotating the orbital indices of its spin blocks is
compensated by a commutator with the spin. -/
theorem block_rotation {M : Matrix (Fin 3 × Fin 2) (Fin 3 × Fin 2) ℂ}
    (h : RotationInvariant M) (a j k : Fin 3) :
    ∑ m, (eps a j m • block M m k + eps a k m • block M j m)
      = (-I / 2) • (pauli a * block M j k - block M j k * pauli a) := by
  ext s t
  have e := congrFun (congrFun (h a) (j, s)) (k, t)
  have e1 : (M * J a) (j, s) (k, t) = I * ∑ m, eps a k m * M (j, s) (m, t)
      + 1 / 2 * ∑ u, M (j, s) (k, u) * pauli a u t := by
    simp only [J, Matrix.mul_apply, Fintype.sum_prod_type, Matrix.add_apply,
      Matrix.kroneckerMap_apply, Matrix.smul_apply, smul_eq_mul, mul_add,
      Finset.sum_add_distrib]
    congr 1
    · simp only [Matrix.one_apply, mul_ite, mul_one, mul_zero, Finset.sum_ite_eq',
        Finset.mem_univ, if_true, Finset.mul_sum]
      refine Finset.sum_congr rfl fun m _ => ?_
      simp only [L, Matrix.of_apply]
      rw [eps_swap a m k]
      ring
    · rw [Finset.sum_comm]
      simp only [Matrix.one_apply, ite_mul, one_mul, zero_mul, mul_ite, mul_zero,
        Finset.sum_ite_eq', Finset.mem_univ, if_true, Finset.mul_sum]
      exact Finset.sum_congr rfl fun u _ => by ring
  have e2 : (J a * M) (j, s) (k, t) = -I * ∑ m, eps a j m * M (m, s) (k, t)
      + 1 / 2 * ∑ u, pauli a s u * M (j, u) (k, t) := by
    simp only [J, Matrix.mul_apply, Fintype.sum_prod_type, Matrix.add_apply,
      Matrix.kroneckerMap_apply, Matrix.smul_apply, smul_eq_mul, add_mul,
      Finset.sum_add_distrib]
    congr 1
    · simp only [Matrix.one_apply, mul_ite, mul_one, mul_zero, ite_mul, zero_mul,
        Finset.sum_ite_eq, Finset.mem_univ, if_true, Finset.mul_sum]
      exact Finset.sum_congr rfl fun m _ => by simp only [L, Matrix.of_apply]; ring
    · rw [Finset.sum_comm]
      simp only [Matrix.one_apply, ite_mul, one_mul, zero_mul,
        Finset.sum_ite_eq, Finset.mem_univ, if_true, Finset.mul_sum]
      exact Finset.sum_congr rfl fun u _ => by ring
  rw [e1, e2] at e
  simp only [Matrix.sum_apply, Matrix.add_apply, Matrix.smul_apply, Matrix.sub_apply,
    Matrix.mul_apply, smul_eq_mul, block, Matrix.of_apply, Finset.sum_add_distrib]
  linear_combination (-I) * e + (∑ m, eps a j m * M (m, s) (k, t)
    + ∑ m, eps a k m * M (j, s) (m, t)) * Complex.I_sq

/-- The spin-orbit operator `L · σ` is rotation invariant. -/
theorem spinOrbit_invariant : RotationInvariant spinOrbit := by
  intro a
  have h1 : spinOrbit * J a = ∑ b, ((L b * L a) ⊗ₖ pauli b
      + L b ⊗ₖ (pauli b * ((1 / 2 : ℂ) • pauli a))) := by
    simp only [J, spinOrbit, Finset.sum_mul, mul_add, ← Matrix.mul_kronecker_mul, mul_one,
      Finset.sum_add_distrib]
  have h2 : J a * spinOrbit = ∑ b, ((L a * L b) ⊗ₖ pauli b
      + L b ⊗ₖ (((1 / 2 : ℂ) • pauli a) * pauli b)) := by
    simp only [J, spinOrbit, Finset.mul_sum, add_mul, ← Matrix.mul_kronecker_mul, one_mul]
  rw [h1, h2]
  ext ⟨i, s⟩ ⟨j, t⟩
  have hL := fun b => congrFun (congrFun (commutators a b).1 i) j
  have hS := fun b => congrFun (congrFun (commutators a b).2 s) t
  have he := eps_swap a
  simp only [Matrix.sum_apply, Matrix.add_apply, Matrix.sub_apply, Matrix.smul_apply,
    Matrix.kroneckerMap_apply, Matrix.mul_smul, Matrix.smul_mul, smul_eq_mul,
    Fin.sum_univ_three] at hL hS ⊢
  -- the orbital and spin commutators cancel by antisymmetry of `ε`
  linear_combination -pauli 0 s t * hL 0 - pauli 1 s t * hL 1 - pauli 2 s t * hL 2
    - L 0 i j / 2 * hS 0 - L 1 i j / 2 * hS 1 - L 2 i j / 2 * hS 2
    - I * L 0 i j * pauli 0 s t * he 0 0 - I * L 1 i j * pauli 1 s t * he 1 1
    - I * L 2 i j * pauli 2 s t * he 2 2
    - I * (L 0 i j * pauli 1 s t + L 1 i j * pauli 0 s t) * he 0 1
    - I * (L 0 i j * pauli 2 s t + L 2 i j * pauli 0 s t) * he 0 2
    - I * (L 1 i j * pauli 2 s t + L 2 i j * pauli 1 s t) * he 1 2

/-- Uniqueness of the spin-orbit form: an operator on a p shell with spin 1/2 is rotation
invariant iff it is a complex linear combination of the identity and `L · σ`. -/
theorem rotationInvariant_iff (M : Matrix (Fin 3 × Fin 2) (Fin 3 × Fin 2) ℂ) :
    RotationInvariant M ↔ ∃ c d : ℂ, M = c • 1 + d • spinOrbit := by
  constructor
  · intro h
    -- the spin trace of the blocks is an isotropic rank-2 tensor
    have hS := isotropic_two (fun j k => trace (block M j k)) (fun a j k => by
      have t := congrArg trace (block_rotation h a j k)
      simpa only [trace_sum, trace_add, trace_smul, trace_sub, smul_eq_mul,
        trace_mul_comm (pauli a), sub_self, mul_zero] using t)
    -- the spin-vector part of the blocks is an isotropic rank-3 tensor
    have hV := isotropic_three (fun b j k => trace (pauli b * block M j k))
      (fun a b j k => by
        have t := congrArg (fun X => trace (pauli b * X)) (block_rotation h a j k)
        have u := congrArg (fun X => trace (X * block M j k)) (commutators a b).2
        simp only [Finset.mul_sum, mul_add, Matrix.mul_smul, trace_sum, trace_add,
          trace_smul, smul_eq_mul, mul_sub, trace_sub] at t
        simp only [sub_mul, Finset.sum_mul, Matrix.smul_mul, trace_sub, trace_sum,
          trace_smul, smul_eq_mul, Matrix.mul_assoc] at u
        rw [← Matrix.mul_assoc (pauli b) (block M j k) (pauli a),
          trace_mul_comm _ (pauli a)] at t
        simp only [Fin.sum_univ_three] at t u ⊢
        linear_combination t + I / 2 * u + (eps a b 0 * trace (pauli 0 * block M j k)
          + eps a b 1 * trace (pauli 1 * block M j k)
          + eps a b 2 * trace (pauli 2 * block M j k)) * Complex.I_sq)
    -- Pauli expansion of a 2 by 2 matrix
    have hP : ∀ (N : Matrix (Fin 2) (Fin 2) ℂ) (s t : Fin 2),
        N s t = 1 / 2 * (trace N * (1 : Matrix (Fin 2) (Fin 2) ℂ) s t
          + ∑ b, trace (pauli b * N) * pauli b s t) := by
      intro N s t
      have hI := Complex.I_sq
      fin_cases s <;> fin_cases t <;>
        simp [pauli, Matrix.trace, Matrix.mul_apply, Fin.sum_univ_three] <;> grind
    refine ⟨trace (block M 0 0) / 2, I * trace (pauli 0 * block M 1 2) / 2, ?_⟩
    ext ⟨j, s⟩ ⟨k, t⟩
    have e0 := hP (block M j k) s t
    have e : M (j, s) (k, t) = _ := e0
    have o : (1 : Matrix (Fin 3 × Fin 2) (Fin 3 × Fin 2) ℂ) (j, s) (k, t)
        = (1 : Matrix (Fin 3) (Fin 3) ℂ) j k * (1 : Matrix (Fin 2) (Fin 2) ℂ) s t := by
      rw [← Matrix.one_kronecker_one]
      rfl
    have v : ∀ b, trace (pauli b * block M j k)
        = trace (pauli 0 * block M 1 2) * eps b j k := fun b => hV b j k
    have w : trace (block M j k)
        = trace (block M 0 0) * (1 : Matrix (Fin 3) (Fin 3) ℂ) j k := hS j k
    simp only [v, w, Fin.sum_univ_three] at e
    simp only [Matrix.add_apply, Matrix.smul_apply, smul_eq_mul, o, spinOrbit,
      Matrix.kroneckerMap_apply, L, Matrix.of_apply, Fin.sum_univ_three]
    linear_combination e + trace (pauli 0 * block M 1 2) / 2 * (eps 0 j k * pauli 0 s t
      + eps 1 j k * pauli 1 s t + eps 2 j k * pauli 2 s t) * Complex.I_sq
  · rintro ⟨c, d, rfl⟩ a
    simp only [add_mul, mul_add, Matrix.smul_mul, Matrix.mul_smul, one_mul, mul_one,
      spinOrbit_invariant a]

/-- A rotation-invariant operator on a p shell with spin 1/2 is Hermitian iff it can be
written as `V + ξ L · σ` with real `V` and `ξ`. -/
theorem hermitian_iff {M : Matrix (Fin 3 × Fin 2) (Fin 3 × Fin 2) ℂ}
    (h : RotationInvariant M) :
    M.IsHermitian ↔ ∃ V ξ : ℝ, M = (V : ℂ) • 1 + (ξ : ℂ) • spinOrbit := by
  constructor
  · intro hH
    obtain ⟨c, d, hM⟩ := (rotationInvariant_iff M).1 h
    -- three matrix elements determine both coefficients
    have e0 : M (0, 0) (0, 0) = c := by
      simp [hM, spinOrbit, L, eps, pauli, Matrix.sum_apply, Fin.sum_univ_three]
    have e1 : M (0, 0) (1, 0) = -(I * d) := by
      simp [hM, spinOrbit, L, eps, pauli, Matrix.sum_apply, Fin.sum_univ_three, mul_comm]
    have e2 : M (1, 0) (0, 0) = I * d := by
      simp [hM, spinOrbit, L, eps, pauli, Matrix.sum_apply, Fin.sum_univ_three, mul_comm]
    have h0 := hH.apply (0, 0) (0, 0)
    have h1 := hH.apply (0, 0) (1, 0)
    rw [e0] at h0
    rw [e1, e2] at h1
    have hc : c.im = 0 := by
      have := congrArg Complex.im h0
      simp at this
      linarith
    have hd : d.im = 0 := by
      have := congrArg Complex.re h1
      simp at this
      linarith
    have c' : (c.re : ℂ) = c := Complex.ext (by simp) (by simp [hc])
    have d' : (d.re : ℂ) = d := Complex.ext (by simp) (by simp [hd])
    exact ⟨c.re, d.re, by rw [c', d', hM]⟩
  · rintro ⟨V, ξ, rfl⟩
    have hL : ∀ a, (L a)ᴴ = L a := by
      intro a
      ext i j
      fin_cases a <;> fin_cases i <;> fin_cases j <;> simp [L, eps]
    have hp : ∀ a, (pauli a)ᴴ = pauli a := by
      intro a
      ext i j
      fin_cases a <;> fin_cases i <;> fin_cases j <;> simp [pauli]
    simp [Matrix.IsHermitian, spinOrbit, Matrix.conjTranspose_sum,
      Matrix.conjTranspose_kronecker, hL, hp]

/-- Symmetry about one axis is not enough: `L_z ⊗ 1` commutes with `J_z` but is not a
linear combination of the identity and `L · σ`. -/
theorem one_axis_insufficient :
    (L 2 ⊗ₖ (1 : Matrix (Fin 2) (Fin 2) ℂ)) * J 2 = J 2 * (L 2 ⊗ₖ 1) ∧
    ¬ ∃ c d : ℂ, L 2 ⊗ₖ (1 : Matrix (Fin 2) (Fin 2) ℂ) = c • 1 + d • spinOrbit := by
  constructor
  · simp only [J, mul_add, add_mul, ← Matrix.mul_kronecker_mul, one_mul, mul_one]
  · rintro ⟨c, d, h⟩
    -- spin up requires `d = 1`, spin down requires `d = -1`
    have h1 := congrFun (congrFun h (0, 0)) (1, 0)
    have h2 := congrFun (congrFun h (0, 1)) (1, 1)
    simp [spinOrbit, L, eps, pauli, Matrix.sum_apply, Fin.sum_univ_three] at h1 h2
    have hI := Complex.I_sq
    grind

end

end SpinOrbitUniqueness
```

```lean
#print axioms SpinOrbitUniqueness.rotationInvariant_iff
-- 'SpinOrbitUniqueness.rotationInvariant_iff' depends on axioms: [propext, Classical.choice, Quot.sound]
#print axioms SpinOrbitUniqueness.hermitian_iff
-- 'SpinOrbitUniqueness.hermitian_iff' depends on axioms: [propext, Classical.choice, Quot.sound]
#print axioms SpinOrbitUniqueness.one_axis_insufficient
-- 'SpinOrbitUniqueness.one_axis_insufficient' depends on axioms: [propext, Classical.choice, Quot.sound]
```
